# Finitely many sharp levels show no gain under any Hermitian coupling if and only if no population is inverted

Light is modelled here as a probe of exactly one frequency $w$, with $\hbar=1$: it drives transitions between two levels, upward or downward, only if their energies differ by $w$. Lines have no width, and the state enters only through its populations, without coherences. The levels are labelled by a type `ι`, and their energies and populations are real functions `E` and `p` on it.

In Lean 4 with Mathlib:

```lean
import Mathlib

open Matrix

namespace GainAndInversion

noncomputable section

variable {ι : Type*}
```

Populations are not inverted when $E_m<E_n$ always implies $p_n\le p_m$. The condition does not compare degenerate levels with each other. The numbers $p_m$ need not be positive or sum to one, so they can also be occupations of single-electron levels. For independent electrons Pauli blocking gives $p_m(1-p_n)-p_n(1-p_m)=p_m-p_n$, the same difference that appears in the net absorption below. The separate upward and downward strengths below omit the blocking factors, so they are meant for populations of states of the whole system.

```lean
/-- Populations never increase with energy: a level of higher energy is never more populated
than a level of lower energy. -/
def NoInversion (E p : ι → ℝ) : Prop :=
  ∀ m n, E m < E n → p n ≤ p m
```

## A probe for one pair of levels

The coupling to light is a complex matrix $X$, such as a dipole component. To examine two levels $a$ and $b$ alone, set $X_{ab}=X_{ba}=1$ and all other elements to zero.

```lean
/-- The coupling that connects only the levels `a` and `b`, with unit matrix element. -/
def transitionProbe [DecidableEq ι] (a b : ι) : Matrix ι ι ℂ :=
  Matrix.of fun m n => if (m = a ∧ n = b) ∨ (m = b ∧ n = a) then 1 else 0
```

Exchanging the two indices leaves this real matrix unchanged, so it is Hermitian.

```lean
/-- The coupling `transitionProbe a b`, with unit matrix element between `a` and `b`, is Hermitian.
-/
theorem transitionProbe_isHermitian [DecidableEq ι] (a b : ι) :
    (transitionProbe a b).IsHermitian := by
  refine Matrix.IsHermitian.ext fun i j => ?_
  have hsymm : ((j = a ∧ i = b) ∨ (j = b ∧ i = a)) ↔
      ((i = a ∧ j = b) ∨ (i = b ∧ j = a)) := by tauto
  simp only [transitionProbe, Matrix.of_apply, hsymm]
  split_ifs <;> simp
```

## Absorption as upward minus downward transitions

From here on the number of levels is finite. To lowest order in the field, and without the common positive prefactor, the transitions that change the energy of the system by $w$ have strength
$$S(w)=\sum_{E_n-E_m=w}p_m|X_{mn}|^2 .$$

```lean
variable [Fintype ι]

/-- Strength of all transitions that raise the energy of the system by `w`, each weighted with
the population of its initial level. -/
def lineStrength (E p : ι → ℝ) (X : Matrix ι ι ℂ) (w : ℝ) : ℝ :=
  ∑ m, ∑ n, if E n - E m = w then p m * ‖X m n‖ ^ 2 else 0
```

The net absorption is
$$A(w)=\sum_{E_n-E_m=w}(p_m-p_n)|X_{mn}|^2,$$
and gain at $w>0$ means $A(w)<0$.

```lean
/-- Net absorption at frequency `w` (with ħ = 1): the sum of `(p m - p n) |X m n|²` over all
pairs of levels with `E n - E m = w`. -/
def netAbsorption (E p : ι → ℝ) (X : Matrix ι ι ℂ) (w : ℝ) : ℝ :=
  ∑ m, ∑ n, if E n - E m = w then (p m - p n) * ‖X m n‖ ^ 2 else 0
```

The downward strength $S(-w)$ sums $p_m|X_{mn}|^2$ over $E_n-E_m=-w$. Exchanging the names $m$ and $n$, and using $|X_{nm}|=|X_{mn}|$ for Hermitian $X$, gives
$$S(-w)=\sum_{E_n-E_m=w}p_n|X_{mn}|^2,\qquad A(w)=S(w)-S(-w).$$
In the proof, `hdown` is this relabelling; the subtraction is then done term by term.

```lean
/-- For a Hermitian coupling the net absorption is the strength of the upward transitions minus
the strength of the downward transitions at the same frequency. -/
theorem netAbsorption_eq_up_sub_down (E p : ι → ℝ) {X : Matrix ι ι ℂ}
    (hX : X.IsHermitian) (w : ℝ) :
    netAbsorption E p X w = lineStrength E p X w - lineStrength E p X (-w) := by
  -- relabel the downward transitions by their reversed pairs
  have hdown : lineStrength E p X (-w) =
      ∑ m, ∑ n, if E n - E m = w then p n * ‖X m n‖ ^ 2 else 0 := by
    unfold lineStrength
    refine Finset.sum_comm.trans ?_
    refine Finset.sum_congr rfl fun m _ => Finset.sum_congr rfl fun n _ => ?_
    have hnorm : ‖X n m‖ = ‖X m n‖ := by rw [← hX.apply n m, norm_star]
    have hiff : E m - E n = -w ↔ E n - E m = w := by
      constructor <;> intro h <;> linarith
    simp only [hnorm, hiff]
  rw [hdown]
  unfold netAbsorption lineStrength
  simp only [← Finset.sum_sub_distrib]
  refine Finset.sum_congr rfl fun m _ => Finset.sum_congr rfl fun n _ => ?_
  split_ifs <;> ring
```

## No inversion, no gain

Let $w>0$. Every contributing pair has $E_n=E_m+w>E_m$, hence $p_m-p_n\ge0$. Each term is a product of nonnegative factors, and so $A(w)\ge0$.

```lean
/-- Without population inversion the net absorption is nonnegative at every positive
frequency. -/
theorem netAbsorption_nonneg {E p : ι → ℝ} (h : NoInversion E p) (X : Matrix ι ι ℂ)
    {w : ℝ} (hw : 0 < w) : 0 ≤ netAbsorption E p X w := by
  refine Finset.sum_nonneg fun m _ => Finset.sum_nonneg fun n _ => ?_
  split_ifs with hmn
  · exact mul_nonneg (sub_nonneg.2 (h m n (by linarith))) (sq_nonneg _)
  · exact le_rfl
```

## An inverted pair reveals itself

Let $E_a<E_b$ and tune the probe for this pair to $w=E_b-E_a$. The pair $(a,b)$ contributes $p_a-p_b$. The reversed pair has energy difference $-w\ne w$, and every other matrix element vanishes. Therefore
$$A(E_b-E_a)=p_a-p_b .$$
The step `key` carries out this case distinction for each summand, after which the double sum collapses.

```lean
/-- A probe that couples only a lower level `a` and a higher level `b`, with unit matrix element,
has, at its resonance, a net absorption equal to the population difference `p a - p b`. -/
theorem netAbsorption_transitionProbe [DecidableEq ι] (E p : ι → ℝ) {a b : ι}
    (hab : E a < E b) :
    netAbsorption E p (transitionProbe a b) (E b - E a) = p a - p b := by
  -- only the pair (a, b) contributes: the reversed pair has the opposite frequency
  have key : ∀ m n, (if E n - E m = E b - E a then
      (p m - p n) * ‖transitionProbe a b m n‖ ^ 2 else 0) =
      if n = b then (if m = a then p a - p b else 0) else 0 := by
    intro m n
    by_cases h1 : m = a ∧ n = b
    · obtain ⟨rfl, rfl⟩ := h1
      simp [transitionProbe]
    · have hR : (if n = b then (if m = a then p a - p b else 0) else 0) = 0 := by
        split_ifs with h2 h3
        · exact absurd ⟨h3, h2⟩ h1
        · rfl
        · rfl
      rw [hR]
      by_cases h2 : m = b ∧ n = a
      · obtain ⟨rfl, rfl⟩ := h2
        rw [if_neg]
        intro h3
        linarith
      · have h0 : transitionProbe a b m n = 0 := by
          simp only [transitionProbe, Matrix.of_apply]
          exact if_neg fun h => h.elim h1 h2
        simp [h0]
  unfold netAbsorption
  simp only [key]
  simp
```

If $A(w)\ge0$ for all $w>0$ and all Hermitian $X$, this probe gives $p_b\le p_a$ for every pair with $E_a<E_b$. The converse is the termwise estimate above. For two levels with $E_0<E_1$ there is one line, $A(E_1-E_0)=(p_0-p_1)|X_{01}|^2$, and the condition is $p_1\le p_0$. With a single level there is no positive transition frequency, and both sides hold trivially.

For lasers this means that, within this finite, sharp-line, population-only model, gain requires an inverted pair, and any inverted pair gives gain under a suitable coupling.

```lean
/-- The net absorption is nonnegative at every positive frequency and for every Hermitian
coupling if and only if populations never increase with energy. -/
theorem absorption_nonneg_iff_noInversion (E p : ι → ℝ) :
    (∀ w : ℝ, 0 < w → ∀ X : Matrix ι ι ℂ, X.IsHermitian → 0 ≤ netAbsorption E p X w) ↔
      NoInversion E p := by
  classical
  constructor
  · intro h a b hab
    -- test the pair with the probe that sees nothing else
    have h1 := h (E b - E a) (sub_pos.2 hab) _ (transitionProbe_isHermitian a b)
    rw [netAbsorption_transitionProbe E p hab] at h1
    linarith
  · intro h w hw X _
    exact netAbsorption_nonneg h X hw
```

The same probe settles transparency. If $A$ always vanishes, then $p_a=p_b$ whenever $E_a<E_b$; conversely, equal populations make every term zero.

```lean
/-- The net absorption vanishes at every positive frequency and for every Hermitian coupling if
and only if levels of different energy are equally populated. -/
theorem transparent_iff_equal_populations (E p : ι → ℝ) :
    (∀ w : ℝ, 0 < w → ∀ X : Matrix ι ι ℂ, X.IsHermitian → netAbsorption E p X w = 0) ↔
      ∀ m n, E m < E n → p m = p n := by
  classical
  constructor
  · intro h a b hab
    have h1 := h (E b - E a) (sub_pos.2 hab) _ (transitionProbe_isHermitian a b)
    rw [netAbsorption_transitionProbe E p hab] at h1
    linarith
  · intro h w hw X _
    refine Finset.sum_eq_zero fun m _ => Finset.sum_eq_zero fun n _ => ?_
    split_ifs with hmn
    · rw [h m n (by linarith), sub_self, zero_mul]
    · rfl
```

## When one coupling is enough

A real material has a given $X$, not all of them. Suppose that no two transitions share a frequency (`hgap`) and that $X_{ab}\ne0$ whenever $E_a<E_b$ (`hX`). Then each line belongs to one pair,
$$A(E_b-E_a)=(p_a-p_b)|X_{ab}|^2,$$
and its sign is that of $p_a-p_b$. Nonnegative absorption of this one $X$ at all $w>0$ is then equivalent to the absence of inversion. Dipole selection rules, which make some $X_{ab}$ vanish, violate the second condition. The theorem does not require $X$ to be Hermitian: a dipole component along a real axis is, but the combination $d_x+\mathrm{i}d_y$ for circularly polarised light is in general not.

```lean
/-- If no two transitions share a frequency, a single coupling `X` that connects all levels of
different energy suffices: its net absorption is nonnegative at every positive frequency if and
only if populations never increase with energy. -/
theorem single_coupling_iff_noInversion (E p : ι → ℝ) (X : Matrix ι ι ℂ)
    (hgap : ∀ a b c d, E a < E b → E d - E c = E b - E a → c = a ∧ d = b)
    (hX : ∀ a b, E a < E b → X a b ≠ 0) :
    (∀ w : ℝ, 0 < w → 0 ≤ netAbsorption E p X w) ↔ NoInversion E p := by
  classical
  refine ⟨fun h a b hab => ?_, fun h w hw => netAbsorption_nonneg h X hw⟩
  -- each spectral line belongs to one pair of levels
  have key : ∀ m n, (if E n - E m = E b - E a then (p m - p n) * ‖X m n‖ ^ 2 else 0) =
      if n = b then (if m = a then (p a - p b) * ‖X a b‖ ^ 2 else 0) else 0 := by
    intro m n
    by_cases h1 : m = a ∧ n = b
    · obtain ⟨rfl, rfl⟩ := h1
      simp
    · rw [if_neg fun h2 => h1 (hgap a b m n hab h2)]
      split_ifs with h2 h3
      · exact absurd ⟨h3, h2⟩ h1
      · rfl
      · rfl
  have hline : netAbsorption E p X (E b - E a) = (p a - p b) * ‖X a b‖ ^ 2 := by
    unfold netAbsorption
    simp only [key]
    simp
  have h1 := h (E b - E a) (sub_pos.2 hab)
  rw [hline] at h1
  have hpos : 0 < ‖X a b‖ ^ 2 := pow_pos (norm_pos_iff.2 (hX a b hab)) 2
  by_contra hlt
  have hneg : p a - p b < 0 := by linarith [not_le.1 hlt]
  exact absurd h1 (not_le_of_gt (mul_neg_of_neg_of_pos hneg hpos))
```

Without `hgap` the equivalence can fail, even for distinct energies and a Hermitian $X$ with no vanishing element. Take energies $0,1,2$, populations $\tfrac34,0,\tfrac14$ and all $X_{mn}=1$. Level 2 is inverted relative to level 1, but
$$A(1)=\left(\tfrac34-0\right)+\left(0-\tfrac14\right)=\tfrac12,\qquad A(2)=\tfrac34-\tfrac14=\tfrac12,$$
and $A(w)=0$ at all other $w>0$. The absorbing transition $0\to1$ hides the amplifying one between levels 1 and 2. The proof expands the nine terms and splits on which frequency conditions hold.

```lean
/-- Hidden inversion: three equally spaced levels with populations 3/4, 0, 1/4 are inverted, yet
the Hermitian coupling with all matrix elements equal to one shows no gain at any positive
frequency. -/
theorem hidden_inversion :
    (Matrix.of fun _ _ => 1 : Matrix (Fin 3) (Fin 3) ℂ).IsHermitian ∧
    ¬ NoInversion (![0, 1, 2] : Fin 3 → ℝ) ![3 / 4, 0, 1 / 4] ∧
    ∀ w : ℝ, 0 < w →
      0 ≤ netAbsorption ![0, 1, 2] ![3 / 4, 0, 1 / 4]
        (Matrix.of fun _ _ => 1 : Matrix (Fin 3) (Fin 3) ℂ) w := by
  refine ⟨Matrix.IsHermitian.ext fun i j => by simp, ?_, ?_⟩
  · intro h
    have h12 : (1 / 4 : ℝ) ≤ 0 := h 1 2 (show (1 : ℝ) < 2 by norm_num)
    norm_num at h12
  · intro w hw
    -- the absorbing line 0 → 1 outweighs the amplifying line 1 → 2 at the same frequency
    have hE2 : (![0, 1, 2] : Fin 3 → ℝ) 2 = 2 := rfl
    have hp2 : (![3 / 4, 0, 1 / 4] : Fin 3 → ℝ) 2 = 1 / 4 := rfl
    simp only [netAbsorption, Fin.sum_univ_three, hE2, hp2]
    norm_num
    split_ifs <;> linarith

end

end GainAndInversion
```

```lean
#print axioms GainAndInversion.absorption_nonneg_iff_noInversion
-- 'GainAndInversion.absorption_nonneg_iff_noInversion' depends on axioms: [propext, Classical.choice, Quot.sound]
#print axioms GainAndInversion.transparent_iff_equal_populations
-- 'GainAndInversion.transparent_iff_equal_populations' depends on axioms: [propext, Classical.choice, Quot.sound]
#print axioms GainAndInversion.single_coupling_iff_noInversion
-- 'GainAndInversion.single_coupling_iff_noInversion' depends on axioms: [propext, Classical.choice, Quot.sound]
#print axioms GainAndInversion.hidden_inversion
-- 'GainAndInversion.hidden_inversion' depends on axioms: [propext, Classical.choice, Quot.sound]
```
